# Detailed balance implies stationarity, but a one-way three-state ring can be stationary without it

To ask whether a system whose populations have stopped changing can still carry circulating currents, we model it as memoryless hops within a finite set of states, with a constant rate $k_{ij}$ for the jump $i\to j$ and a weight $p_i$ on each state. Equal forward and backward flows on every pair make the weights stationary, whereas stationary weights can leave those flows unequal.

In Lean 4 with Mathlib:

```lean
import Mathlib

open Finset

namespace DetailedBalanceMasterEquation

/-- The right side of the master equation at state `i`: probability flowing in minus
probability flowing out, where `k i j` is the rate of the jump from `i` to `j`. -/
def masterRHS {S : Type*} [Fintype S] (k : S → S → ℝ) (p : S → ℝ) (i : S) : ℝ :=
  ∑ j, (p j * k j i - p i * k i j)

/-- The weights `p` are stationary: the master-equation right side vanishes at every state. -/
def Stationary {S : Type*} [Fintype S] (k : S → S → ℝ) (p : S → ℝ) : Prop :=
  ∀ i, masterRHS k p i = 0

/-- Detailed balance: for each pair of states the forward and backward flows are equal. -/
def DetailedBalance {S : Type*} (k : S → S → ℝ) (p : S → ℝ) : Prop :=
  ∀ i j, p i * k i j = p j * k j i

/-- Weights in detailed balance with the rates are stationary under the master equation. -/
theorem stationary_of_detailedBalance {S : Type*} [Fintype S] {k : S → S → ℝ} {p : S → ℝ}
    (h : DetailedBalance k p) : Stationary k p := by
  intro i
  unfold masterRHS
  -- every pair contributes zero separately
  exact Finset.sum_eq_zero fun j _ => by rw [h i j, sub_self]

/-- Arrhenius rates with unit prefactor, over barrier tops of energy `B i j = B j i`, are in
detailed balance with the Boltzmann weights of the state energies `E` at inverse temperature `β`. -/
theorem arrhenius_detailedBalance_witness {S : Type*} (β : ℝ) (E : S → ℝ) (B : S → S → ℝ)
    (hB : ∀ i j, B i j = B j i) :
    DetailedBalance (fun i j => Real.exp (-(β * (B i j - E i))))
      (fun i => Real.exp (-(β * E i))) := by
  intro i j
  simp only [← Real.exp_add]
  rw [hB i j]
  congr 1
  ring

/-- The three-state ring `0 → 1 → 2 → 0` with unit clockwise and zero counterclockwise rates. -/
def ringRate : Fin 3 → Fin 3 → ℝ :=
  ![![0, 1, 0], ![0, 0, 1], ![1, 0, 0]]

/-- On the one-way ring, only the identically zero weights satisfy detailed balance. -/
theorem ring_detailedBalance_iff (p : Fin 3 → ℝ) :
    DetailedBalance ringRate p ↔ p = 0 := by
  constructor
  · intro h
    have h0 : p 0 = 0 := by simpa [ringRate] using h 0 1
    have h1 : p 1 = 0 := by simpa [ringRate] using h 1 2
    have h2 : p 2 = 0 := by simpa [ringRate] using h 2 0
    funext i
    fin_cases i
    exacts [h0, h1, h2]
  · rintro rfl i j
    simp

/-- On the one-way ring the uniform distribution is stationary but violates detailed balance. -/
theorem ring_stationary_not_detailedBalance :
    Stationary ringRate (fun _ => 1 / 3) ∧ ¬ DetailedBalance ringRate (fun _ => 1 / 3) := by
  constructor
  · intro i
    unfold masterRHS
    rw [Fin.sum_univ_three]
    -- insert the rates: a flow of 1/3 enters each state and a flow of 1/3 leaves it
    fin_cases i
    · change (1 / 3 * 0 - 1 / 3 * 0 + (1 / 3 * 0 - 1 / 3 * 1) + (1 / 3 * 1 - 1 / 3 * 0) : ℝ) = 0
      norm_num
    · change (1 / 3 * 1 - 1 / 3 * 0 + (1 / 3 * 0 - 1 / 3 * 0) + (1 / 3 * 0 - 1 / 3 * 1) : ℝ) = 0
      norm_num
    · change (1 / 3 * 0 - 1 / 3 * 1 + (1 / 3 * 1 - 1 / 3 * 0) + (1 / 3 * 0 - 1 / 3 * 0) : ℝ) = 0
      norm_num
  · intro h
    have h0 := congrFun ((ring_detailedBalance_iff _).1 h) 0
    norm_num at h0

/-- For a system with two states, stationarity and detailed balance are equivalent. -/
theorem two_state_stationary_iff (k : Fin 2 → Fin 2 → ℝ) (p : Fin 2 → ℝ) :
    Stationary k p ↔ DetailedBalance k p := by
  refine ⟨fun h => ?_, stationary_of_detailedBalance⟩
  have h0 := h 0
  simp only [masterRHS, Fin.sum_univ_two] at h0
  refine Fin.forall_fin_two.2 ⟨Fin.forall_fin_two.2 ⟨rfl, ?_⟩,
    Fin.forall_fin_two.2 ⟨?_, rfl⟩⟩ <;> linarith

/-- If the jump rates are nonnegative and some strictly positive weights `π` are in detailed
balance with them, then all stationary weights are in detailed balance. -/
theorem detailedBalance_of_stationary {S : Type*} [Fintype S] {k : S → S → ℝ} {π p : S → ℝ}
    (hk : ∀ i j, i ≠ j → 0 ≤ k i j) (hπ : ∀ i, 0 < π i)
    (hb : DetailedBalance k π) (hp : Stationary k p) : DetailedBalance k p := by
  -- the ratio u of p to the balanced weights
  obtain ⟨u, hu⟩ : ∃ u : S → ℝ, ∀ i, p i = π i * u i :=
    ⟨fun i => p i / π i, fun i => by
      have := (hπ i).ne'
      field_simp⟩
  have h1 : ∑ i, ∑ j, u i * (p j * k j i - p i * k i j) = 0 := by
    refine Finset.sum_eq_zero fun i _ => ?_
    have hi := hp i
    unfold masterRHS at hi
    rw [← Finset.mul_sum, hi, mul_zero]
  have h2 : ∑ i, ∑ j, u j * (p i * k i j - p j * k j i) = 0 :=
    Finset.sum_comm.trans h1
  -- symmetrising gives a sum of nonnegative squares
  have h3 : ∑ i, ∑ j, π i * k i j * (u i - u j) ^ 2 = 0 := by
    have ht : ∀ i j, π i * k i j * (u i - u j) ^ 2 =
        -(u i * (p j * k j i - p i * k i j) + u j * (p i * k i j - p j * k j i)) := by
      intro i j
      rw [hu i, hu j]
      linear_combination (-(u i - u j) * u j) * hb i j
    simp_rw [ht]
    rw [← neg_zero, ← add_zero (0 : ℝ)]
    nth_rewrite 1 [← h1]
    rw [← h2]
    simp only [Finset.sum_neg_distrib, Finset.sum_add_distrib]
  have hn : ∀ i j, 0 ≤ π i * k i j * (u i - u j) ^ 2 := by
    intro i j
    by_cases hij : i = j
    · simp [hij]
    · exact mul_nonneg (mul_nonneg (hπ i).le (hk i j hij)) (sq_nonneg _)
  intro i j
  have hi := (Finset.sum_eq_zero_iff_of_nonneg
    (fun i _ => Finset.sum_nonneg fun j _ => hn i j)).1 h3 i (Finset.mem_univ i)
  have hij := (Finset.sum_eq_zero_iff_of_nonneg (fun j _ => hn i j)).1 hi j (Finset.mem_univ j)
  rw [hu i, hu j]
  -- either the pair is not connected or the ratios agree
  rcases mul_eq_zero.1 hij with h | h
  · linear_combination (u i - u j) * h + u j * hb i j
  · have h' : u i - u j = 0 := pow_eq_zero_iff (two_ne_zero) |>.1 h
    linear_combination (π i * k i j) * h' + u j * hb i j

/-- Kolmogorov's criterion for a fully connected network with a finite, nonempty set of states: if
all jump rates between distinct states are positive, a strictly positive probability distribution in
detailed balance exists exactly when the rate products around every triangle agree in both
directions. -/
theorem kolmogorov_triangle_criterion {S : Type*} [Fintype S] [Nonempty S] {k : S → S → ℝ}
    (hk : ∀ i j, i ≠ j → 0 < k i j) :
    (∃ p : S → ℝ, (∀ i, 0 < p i) ∧ ∑ i, p i = 1 ∧ DetailedBalance k p) ↔
      ∀ i j l, k i j * k j l * k l i = k i l * k l j * k j i := by
  constructor
  · rintro ⟨p, hp, -, hb⟩ i j l
    have hne : p i * p j * p l ≠ 0 := (mul_pos (mul_pos (hp i) (hp j)) (hp l)).ne'
    apply mul_left_cancel₀ hne
    calc p i * p j * p l * (k i j * k j l * k l i)
        = (p i * k i j) * (p j * k j l) * (p l * k l i) := by ring
      _ = (p j * k j i) * (p l * k l j) * (p i * k i l) := by rw [hb i j, hb j l, hb l i]
      _ = p i * p j * p l * (k i l * k l j * k j i) := by ring
  · intro ht
    obtain ⟨o⟩ := ‹Nonempty S›
    -- weights relative to the reference state o
    have hex : ∀ i, ∃ w : ℝ, 0 < w ∧ w * k i o = k o i ∧ (i = o → w = 1) := by
      intro i
      by_cases h : i = o
      · exact ⟨1, one_pos, by rw [h, one_mul], fun _ => rfl⟩
      · exact ⟨k o i / k i o, div_pos (hk o i (Ne.symm h)) (hk i o h),
          div_mul_cancel₀ _ (hk i o h).ne', fun h' => absurd h' h⟩
    choose w hw hwo hw1 using hex
    have hb : DetailedBalance k w := by
      intro i j
      by_cases hi : i = o
      · rw [hw1 i hi, hi, one_mul, hwo j]
      by_cases hj : j = o
      · rw [hw1 j hj, hj, one_mul, hwo i]
      apply mul_right_cancel₀ (mul_pos (hk i o hi) (hk j o hj)).ne'
      linear_combination (k i j * k j o) * hwo i - (k j i * k i o) * hwo j + ht o i j
    have hZ : 0 < ∑ i, w i := Finset.sum_pos (fun i _ => hw i) ⟨o, Finset.mem_univ o⟩
    refine ⟨fun i => w i / ∑ j, w j, fun i => div_pos (hw i) hZ, ?_, fun i j => ?_⟩
    · rw [← Finset.sum_div, div_self hZ.ne']
    · simp only [div_mul_eq_mul_div]
      rw [hb i j]

end DetailedBalanceMasterEquation
```

```lean
#print axioms DetailedBalanceMasterEquation.ring_stationary_not_detailedBalance
-- 'DetailedBalanceMasterEquation.ring_stationary_not_detailedBalance' depends on axioms: [propext, Classical.choice, Quot.sound]
#print axioms DetailedBalanceMasterEquation.two_state_stationary_iff
-- 'DetailedBalanceMasterEquation.two_state_stationary_iff' depends on axioms: [propext, Classical.choice, Quot.sound]
#print axioms DetailedBalanceMasterEquation.detailedBalance_of_stationary
-- 'DetailedBalanceMasterEquation.detailedBalance_of_stationary' depends on axioms: [propext, Classical.choice, Quot.sound]
#print axioms DetailedBalanceMasterEquation.kolmogorov_triangle_criterion
-- 'DetailedBalanceMasterEquation.kolmogorov_triangle_criterion' depends on axioms: [propext, Classical.choice, Quot.sound]
```

## Flows between states

`masterRHS k p i` is the rate of change of $p_i$,

$$\dot p_i=\sum_j (p_jk_{ji}-p_ik_{ij}).$$

The first index of `k` is the state being left; many textbooks use the opposite order. Diagonal entries cancel. `Stationary` says that this sum vanishes at every $i$, and `DetailedBalance` says that $p_ik_{ij}=p_jk_{ji}$ for every pair. Neither definition requires the weights to be nonnegative or normalised, so a theorem that needs such a condition states it.

Under detailed balance each term of the sum is zero, hence so is the sum. `Finset.sum_eq_zero` expresses exactly this.

In the ring $0\to1\to2\to0$, the uniform distribution sends $1/3$ into each state and $1/3$ out, so it is stationary. Balance on the pair $(0,1)$ would require $p_0\cdot1=p_1\cdot0$, so $p_0=0$; the other two pairs give $p_1=p_2=0$. No probability distribution is therefore balanced on this ring, and the uniform one carries a steady current of $1/3$.

With two states there is no loop. Stationarity at state 0 reads $p_1k_{10}-p_0k_{01}=0$, which is already detailed balance.

## When stationary weights must be balanced

The converse does hold if the jump rates are nonnegative and some strictly positive $\pi$ is balanced. Write $p_i=\pi_iu_i$ and $a_{ij}=\pi_ik_{ij}$, so that $a_{ij}=a_{ji}$. Stationarity becomes $\sum_j a_{ij}(u_j-u_i)=0$. Multiply by $u_i$ and sum over $i$ (`h1`), then exchange the summation indices (`h2`):

$$\sum_{i,j}a_{ij}u_i(u_j-u_i)=0,\qquad \sum_{i,j}a_{ij}u_j(u_i-u_j)=0.$$

Adding these and changing the sign gives `h3`:

$$\sum_{i,j}a_{ij}(u_i-u_j)^2=0.$$

No term is negative (`hn`), so for each pair either $a_{ij}=0$ or $u_i=u_j$. In both cases $p_ik_{ij}=a_{ij}u_i=a_{ij}u_j=p_jk_{ji}$.

The Mathlib lemma that passes from the total to the single pair is `Finset.sum_eq_zero_iff_of_nonneg`: a finite sum of nonnegative terms is zero exactly when every term is zero. It is applied twice, first to the sum over `i` and then to the sum over `j`.

## Triangles and barriers

Suppose that there is at least one state and that all jump rates between distinct states are positive. If a positive $p$ is balanced, multiplying the balance relations for $(i,j)$, $(j,l)$ and $(l,i)$ and cancelling $p_ip_jp_l$ gives

$$k_{ij}k_{jl}k_{li}=k_{il}k_{lj}k_{ji}.$$

Conversely, fix a reference state $o$ and set $w_o=1$ and $w_i=k_{oi}/k_{io}$ for $i\ne o$. Pairs containing $o$ balance by construction. For the others, the triangle relation $k_{oi}k_{ij}k_{jo}=k_{oj}k_{ji}k_{io}$, divided by $k_{io}k_{jo}$, gives $w_ik_{ij}=w_jk_{ji}$. Dividing by $\sum_i w_i$ normalises the weights. The theorem treats only networks in which every pair is connected in both directions, which is why triangles suffice.

The Arrhenius theorem supplies a physical case. Here `B i j` is the energy of the barrier top, not its height, which is $B_{ij}-E_i$. With unit prefactor,

$$e^{-\beta E_i}\,e^{-\beta(B_{ij}-E_i)}=e^{-\beta B_{ij}},$$

which is symmetric because $B_{ij}=B_{ji}$: both directions cross the same transition state. The normalised weights are $e^{-\beta E_i}/\sum_j e^{-\beta E_j}$.

In a kinetic Monte Carlo model of defect hopping with finitely many states, constant rates and the same prefactor for both directions of each jump, this relation gives the reverse rate from the forward one: $k_{ji}=k_{ij}\,e^{\beta(E_j-E_i)}$. If state $j$ lies $0.10$ eV above state $i$ and $1/\beta=0.025$ eV, the return jump is faster by $e^4\approx55$. That the real dynamics reduces to such memoryless hops is a physical assumption which the hypotheses do not supply.
